# A global minimiser of the sum of m-th powers of k nonnegative orbital spreads has worst spread at most k^(1/m) times that of any admissible rotation

## Spreads, penalty and worst spread

Take k ≥ 1 orbitals, labelled by an index i, that depend on a rotation U from an admissible set S. Orbital i has a spread s_i(U) ≥ 0, for example the variance ⟨r²⟩ − |⟨r⟩|² of the position r in that orbital, taken to be normalised. For a natural number m ≥ 1 the penalty P_m and the worst spread M are

    P_m(U) = Σ_i s_i(U)^m
    M(U) = max_i s_i(U)

A unitary rotation among the occupied spin orbitals of a single determinant leaves the Hartree–Fock energy unchanged, so one is free to choose U by minimising P_m; the bounds below say how much a global minimiser over finitely many orbitals controls the most diffuse one. With the variance as spread, m = 1 is the Boys criterion.

```lean
import Mathlib

open Finset Filter Topology

namespace PowerLocalisation

noncomputable section

variable {ι R : Type*} [Fintype ι]
```

The first lines load Mathlib and name two types. The type `ι` holds the orbital labels and is finite; its number of elements, `Fintype.card ι`, is k. The type `R` holds the rotations. It carries no product, inverse or topology: a rotation is only a label for a configuration of the orbitals, and orthogonality of U is never used.

```lean
/-- The power-penalty localisation functional: the sum over orbitals of the `m`-th power
of the spread `s i U` at the rotation `U`. -/
def penalty (s : ι → R → ℝ) (m : ℕ) (U : R) : ℝ := ∑ i, s i U ^ m
```

The argument `s : ι → R → ℝ` is a function that takes an orbital and then a rotation and returns a real number, so `s i U` is s_i(U). Function application binds more tightly than the power, hence `s i U ^ m` is s_i(U)^m, and `penalty s m U` is P_m(U). The spreads are arbitrary real functions: no wavefunction or position operator appears, and nonnegativity is a hypothesis of those theorems on general spreads that use it. It stands for the fact that a variance or a width is never negative. Which quantity is called the spread is left open: the penalty built from variances σ_i² with power m is the same as the one built from widths σ_i with power 2m.

```lean
variable [Nonempty ι]

/-- The worst spread: the largest orbital spread at the rotation `U`. -/
def worst (s : ι → R → ℝ) (U : R) : ℝ := univ.sup' univ_nonempty (fun i => s i U)
```

`Nonempty ι` is the condition k ≥ 1. The expression `univ.sup' univ_nonempty` takes the largest value of a function over all labels, and `fun i => s i U` is the function i ↦ s_i(U). So `worst s U` is M(U), a maximum over a finite nonempty set that some orbital attains.

## The penalty lies between M^m and k M^m

```lean
/-- Every orbital spread is at most the worst spread. -/
theorem le_worst (s : ι → R → ℝ) (U : R) (i : ι) : s i U ≤ worst s U :=
  Finset.le_sup' (fun i => s i U) (Finset.mem_univ i)
```

A theorem lists its data and hypotheses in brackets, states the claim after the colon and gives the proof after `:=`. This one reads s_i(U) ≤ M(U) for every i, which `Finset.le_sup'` supplies as a general property of the maximum.

```lean
/-- With nonnegative spreads the worst spread is nonnegative. -/
theorem worst_nonneg (s : ι → R → ℝ) (U : R) (hU : ∀ i, 0 ≤ s i U) : 0 ≤ worst s U := by
  obtain ⟨i⟩ := ‹Nonempty ι›
  exact (hU i).trans (le_worst s U i)
```

The hypothesis `hU : ∀ i, 0 ≤ s i U` says that all spreads at U are nonnegative, and `hU` is the name by which the proof refers to it. By hand one picks any orbital i, which exists since k ≥ 1, and writes

    0 ≤ s_i(U) ≤ M(U).

The word `by` opens a sequence of tactics: `obtain` picks the orbital and `.trans` chains the two inequalities.

```lean
/-- With nonnegative spreads the penalty is at least the `m`-th power of the worst spread. -/
theorem worst_pow_le_penalty (s : ι → R → ℝ) (m : ℕ) (U : R) (hU : ∀ i, 0 ≤ s i U) :
    worst s U ^ m ≤ penalty s m U := by
  -- the maximum is attained by some orbital, which is one term of the sum
  obtain ⟨i, -, hi⟩ :=
    Finset.exists_mem_eq_sup' (univ_nonempty (α := ι)) (fun i => s i U)
  have hw : worst s U = s i U := hi
  rw [hw]
  exact Finset.single_le_sum (f := fun j => s j U ^ m)
    (fun j _ => pow_nonneg (hU j) m) (Finset.mem_univ i)
```

The claim is the lower bound M(U)^m ≤ P_m(U). Let i be an orbital with s_i(U) = M(U). The remaining terms of the sum are powers of nonnegative numbers, so

    M(U)^m = s_i(U)^m ≤ Σ_j s_j(U)^m = P_m(U).

`Finset.exists_mem_eq_sup'` produces the orbital i, and `Finset.single_le_sum` bounds one term by the whole sum once `pow_nonneg` has shown every term to be nonnegative.

```lean
/-- With nonnegative spreads the penalty is at most the number of orbitals times the
`m`-th power of the worst spread. -/
theorem penalty_le_card_mul (s : ι → R → ℝ) (m : ℕ) (U : R) (hU : ∀ i, 0 ≤ s i U) :
    penalty s m U ≤ (Fintype.card ι : ℝ) * worst s U ^ m := by
  calc penalty s m U ≤ ∑ _i : ι, worst s U ^ m :=
        Finset.sum_le_sum (fun i _ => pow_le_pow_left₀ (hU i) (le_worst s U i) m)
    _ = (Fintype.card ι : ℝ) * worst s U ^ m := by simp
```

The claim is the upper bound. The map x ↦ x^m is nondecreasing for x ≥ 0, so 0 ≤ s_i(U) ≤ M(U) gives s_i(U)^m ≤ M(U)^m, and the sum over k orbitals gives

    P_m(U) ≤ Σ_i M(U)^m = k M(U)^m.

A `calc` block is such a chain, with one justification per link and `_` for the previous right-hand side. `Finset.sum_le_sum` compares the sums term by term, and `pow_le_pow_left₀` is the monotonicity of the power.

## From a ratio of penalties to a ratio of worst spreads

```lean
/-- For `m ≥ 1`, `c ≥ 0` and nonnegative spreads at `U` and at `V`: if the penalty of order `m` at
`U` is at most `c` times the penalty at `V`, the worst spread at `U` is at most `(c k)^(1/m)` times
the worst spread at `V`, with `k` the number of orbitals. -/
theorem worst_le_of_penalty_le (s : ι → R → ℝ) {m : ℕ} (hm : 1 ≤ m) {U V : R}
    (hU : ∀ i, 0 ≤ s i U) (hV : ∀ i, 0 ≤ s i V) {c : ℝ} (hc : 0 ≤ c)
    (h : penalty s m U ≤ c * penalty s m V) :
    worst s U ≤ (c * Fintype.card ι) ^ ((m : ℝ)⁻¹) * worst s V := by
  have hm0 : m ≠ 0 := by omega
  have hck : 0 ≤ c * (Fintype.card ι : ℝ) := mul_nonneg hc (Nat.cast_nonneg _)
  have hroot : 0 ≤ (c * (Fintype.card ι : ℝ)) ^ ((m : ℝ)⁻¹) := Real.rpow_nonneg hck _
  -- compare m-th powers, then take the m-th root
  refine le_of_pow_le_pow_left₀ hm0 (mul_nonneg hroot (worst_nonneg s V hV)) ?_
  rw [mul_pow, Real.rpow_inv_natCast_pow hck hm0]
  calc worst s U ^ m ≤ penalty s m U := worst_pow_le_penalty s m U hU
    _ ≤ c * penalty s m V := h
    _ ≤ c * ((Fintype.card ι : ℝ) * worst s V ^ m) :=
        mul_le_mul_of_nonneg_left (penalty_le_card_mul s m V hV) hc
    _ = c * (Fintype.card ι : ℝ) * worst s V ^ m := by ring
```

Arguments in curly brackets are ones that Lean infers from the hypotheses. The exponent `(m : ℝ)⁻¹` is the real number 1/m. The theorem concerns two rotations U and V with nonnegative spreads and a real c ≥ 0: if m ≥ 1 and P_m(U) ≤ c P_m(V), then

    M(U) ≤ (c k)^(1/m) M(V).

The constant c measures how far the penalty at U may exceed the penalty at V, as for an optimisation stopped early. No minimisation is assumed. By hand, the lower bound at U, the hypothesis and the upper bound at V give

    M(U)^m ≤ P_m(U) ≤ c P_m(V) ≤ c k M(V)^m = [(c k)^(1/m) M(V)]^m,

where the third inequality uses c ≥ 0. If a^m ≤ b^m for reals a and b with b ≥ 0 and m ≥ 1, then a ≤ b, because a > b would force a^m > b^m. With a = M(U) and b = (c k)^(1/m) M(V) this is the claim.

The proof runs in the reverse order. `le_of_pow_le_pow_left₀` is the root step and replaces the goal by the comparison of m-th powers; it needs b ≥ 0, which comes from `hroot` and `worst_nonneg`. Then `mul_pow` and `Real.rpow_inv_natCast_pow` turn b^m into c k M(V)^m, and the `calc` block is the chain above.

```lean
/-- If `U` minimises the power penalty of order `m ≥ 1` over a set `S` of rotations with
nonnegative spreads, its worst spread is at most `k^(1/m)` times that of any `V` in `S`. -/
theorem worst_le_of_isMinOn (s : ι → R → ℝ) (S : Set R) (hs : ∀ W ∈ S, ∀ i, 0 ≤ s i W)
    {m : ℕ} (hm : 1 ≤ m) {U : R} (hU : U ∈ S) (hmin : IsMinOn (penalty s m) S U)
    {V : R} (hV : V ∈ S) :
    worst s U ≤ (Fintype.card ι : ℝ) ^ ((m : ℝ)⁻¹) * worst s V := by
  have h1 : penalty s m U ≤ 1 * penalty s m V := by
    rw [one_mul]
    exact isMinOn_iff.mp hmin V hV
  have h2 := worst_le_of_penalty_le s hm (hs U hU) (hs V hV) zero_le_one h1
  rwa [one_mul] at h2
```

This is the main result. `S : Set R` is the admissible set, `hs` makes the spreads nonnegative at every W in S, and `IsMinOn (penalty s m) S U` says that P_m(U) ≤ P_m(W) for all W in S. Membership of U in S is the separate hypothesis `hU`. The conclusion, for every V in S, is

    M(U) ≤ k^(1/m) M(V).

By hand, minimality gives P_m(U) ≤ 1 · P_m(V), and the previous theorem with c = 1 finishes the argument; `h1` and `h2` are these two steps. The factor is k for m = 1, and it is 1 for a single orbital; for k = 100 and m = 10 it is about 1.58. The condition m ≥ 1 matters: at m = 0 the penalty equals k everywhere, every rotation minimises it, and Lean's convention 0⁻¹ = 0 would make the factor 1 and the bound false in general.

The minimiser is assumed to exist and is global on S. A local minimum found by an iterative localisation is covered only through a comparison of penalties, or by taking S to be a region over which it is the minimum.

## Large powers approach the best worst spread

```lean
/-- If the spreads are nonnegative on `S`, and `U m` lies in `S` and minimises the penalty of order
`m` over `S` for every `m ≥ 1`, then for any `V` in `S` and `ε > 0` the worst spread of `U m` is
below that of `V` plus `ε` for large `m`. -/
theorem eventually_worst_le (s : ι → R → ℝ) (S : Set R) (hs : ∀ W ∈ S, ∀ i, 0 ≤ s i W)
    (U : ℕ → R) (hU : ∀ m, 1 ≤ m → U m ∈ S)
    (hmin : ∀ m, 1 ≤ m → IsMinOn (penalty s m) S (U m))
    {V : R} (hV : V ∈ S) {ε : ℝ} (hε : 0 < ε) :
    ∀ᶠ m in atTop, worst s (U m) < worst s V + ε := by
  have hk : (Fintype.card ι : ℝ) ≠ 0 := Nat.cast_ne_zero.mpr Fintype.card_ne_zero
  -- the prefactor k^(1/m) tends to one
  have hinv : Tendsto (fun m : ℕ => ((m : ℝ))⁻¹) atTop (𝓝 0) :=
    tendsto_inv_atTop_zero.comp tendsto_natCast_atTop_atTop
  have hroot : Tendsto (fun m : ℕ => (Fintype.card ι : ℝ) ^ ((m : ℝ)⁻¹)) atTop
      (𝓝 ((Fintype.card ι : ℝ) ^ (0 : ℝ))) :=
    Filter.Tendsto.rpow tendsto_const_nhds hinv (Or.inl hk)
  rw [Real.rpow_zero] at hroot
  have hlim := hroot.mul_const (worst s V)
  have hlt : 1 * worst s V < worst s V + ε := by linarith
  filter_upwards [hlim.eventually (gt_mem_nhds hlt), eventually_ge_atTop 1] with m h1 hm
  exact lt_of_le_of_lt (worst_le_of_isMinOn s S hs hm (hU m hm) (hmin m hm) hV) h1
```

Here `U : ℕ → R` is a sequence, and `U m`, written U_m, lies in S and minimises P_m over S for each m ≥ 1, with the same spreads for all m. The notation `∀ᶠ m in atTop` means "for all sufficiently large m". For V in S and ε > 0 the claim is the strict inequality

    M(U_m) < M(V) + ε   for all sufficiently large m.

By hand, 1/m → 0, and x ↦ k^x is continuous with k^0 = 1 because k > 0, so k^(1/m) M(V) → M(V). The limit lies below M(V) + ε, hence so does k^(1/m) M(V) for large m, and for those m with m ≥ 1

    M(U_m) ≤ k^(1/m) M(V) < M(V) + ε.

In Lean `Tendsto f atTop (𝓝 a)`, for a sequence f and a number a, says that f converges to a. The three limits are `hinv`, `hroot` and `hlim`, and `filter_upwards` restricts attention to the m for which both "k^(1/m) M(V) is below M(V) + ε" and "m ≥ 1" hold. The statement concerns the numbers M(U_m); it does not say that the rotations U_m converge, and it gives no threshold for m.

## Two configurations that attain the factor

```lean
/-- Two configurations of `k` orbitals: in `true` orbital `i₀` has spread `k^(1/m)` and the
others zero, in `false` all spreads equal one. -/
def twoConfig [DecidableEq ι] (i₀ : ι) (m : ℕ) : ι → Bool → ℝ := fun i b =>
  if b then (if i = i₀ then (Fintype.card ι : ℝ) ^ ((m : ℝ)⁻¹) else 0) else 1
```

Now `R` is `Bool`, a type with the two elements `true` and `false`. For a chosen orbital i₀, the configuration `true` has spread k^(1/m) on i₀ and zero on every other orbital, and `false` has spread 1 on all orbitals. The example depends on m.

```lean
/-- For `m ≥ 1` and the spreads `twoConfig`, which are nonnegative, `true` minimises the penalty,
and the worst spreads are `k^(1/m)` at `true` and one at `false`. -/
theorem bound_sharp [DecidableEq ι] (i₀ : ι) {m : ℕ} (hm : 1 ≤ m) :
    (∀ b i, 0 ≤ twoConfig i₀ m i b) ∧
    IsMinOn (penalty (twoConfig i₀ m) m) Set.univ true ∧
    worst (twoConfig i₀ m) false = 1 ∧
    worst (twoConfig i₀ m) true = (Fintype.card ι : ℝ) ^ ((m : ℝ)⁻¹) := by
  have hm0 : m ≠ 0 := by omega
  have hk : (0 : ℝ) ≤ (Fintype.card ι : ℝ) := Nat.cast_nonneg _
  have hroot : 0 ≤ (Fintype.card ι : ℝ) ^ ((m : ℝ)⁻¹) := Real.rpow_nonneg hk _
  have hf : ∀ i, twoConfig i₀ m i false = 1 := fun i => by simp [twoConfig]
  have h0 : twoConfig i₀ m i₀ true = (Fintype.card ι : ℝ) ^ ((m : ℝ)⁻¹) := by
    simp [twoConfig]
  have h1 : ∀ i, i ≠ i₀ → twoConfig i₀ m i true = 0 := fun i hi => by
    simp [twoConfig, hi]
  -- both configurations have penalty k
  have hPf : penalty (twoConfig i₀ m) m false = Fintype.card ι := by
    simp [penalty, hf]
  have hPt : penalty (twoConfig i₀ m) m true = Fintype.card ι := by
    unfold penalty
    rw [Finset.sum_eq_single i₀]
    · rw [h0, Real.rpow_inv_natCast_pow hk hm0]
    · intro i _ hi
      rw [h1 i hi, zero_pow hm0]
    · intro h
      exact absurd (Finset.mem_univ i₀) h
  refine ⟨?_, ?_, ?_, ?_⟩
  · intro b i
    cases b
    · rw [hf i]
      exact zero_le_one
    · by_cases hi : i = i₀
      · rw [hi, h0]
        exact hroot
      · exact (h1 i hi).ge
  · rw [isMinOn_iff]
    intro b _
    cases b
    · exact (hPt.trans hPf.symm).le
    · exact le_rfl
  · apply le_antisymm
    · exact Finset.sup'_le _ _ (fun i _ => (hf i).le)
    · exact (hf i₀).ge.trans (le_worst (twoConfig i₀ m) false i₀)
  · apply le_antisymm
    · refine Finset.sup'_le _ _ (fun i _ => ?_)
      by_cases hi : i = i₀
      · rw [hi]
        exact h0.le
      · exact (h1 i hi).le.trans hroot
    · exact h0.ge.trans (le_worst (twoConfig i₀ m) true i₀)

end

end PowerLocalisation
```

```lean
#print axioms PowerLocalisation.worst_le_of_isMinOn
-- 'PowerLocalisation.worst_le_of_isMinOn' depends on axioms: [propext, Classical.choice, Quot.sound]
#print axioms PowerLocalisation.eventually_worst_le
-- 'PowerLocalisation.eventually_worst_le' depends on axioms: [propext, Classical.choice, Quot.sound]
#print axioms PowerLocalisation.bound_sharp
-- 'PowerLocalisation.bound_sharp' depends on axioms: [propext, Classical.choice, Quot.sound]
```

The theorem `bound_sharp` makes four claims joined by `∧`: the spreads are nonnegative, `true` minimises P_m over both configurations (`Set.univ` is the set of all of them), M(false) = 1, and M(true) = k^(1/m). By hand,

    P_m(false) = k · 1^m = k
    P_m(true) = (k^(1/m))^m + (k − 1) · 0^m = k,

where 0^m = 0 uses m ≥ 1. The penalties are equal, so `true` is a minimiser, and

    M(true) = k^(1/m) = k^(1/m) M(false),

which is the main bound with equality. The penalties are `hPf` and `hPt`, and in the latter `Finset.sum_eq_single` keeps only the term of i₀. The `refine` line splits the four claims, `cases b` treats the two configurations in turn, and each maximum is found by `le_antisymm`: no spread exceeds the value, by `Finset.sup'_le`, and orbital i₀ reaches it, by `le_worst`. For k = 1 both configurations have the single spread 1.

No smaller factor therefore holds for all nonnegative spread functions. The example is not built from orbitals: a normalisable orbital does not have zero position variance, and whether spreads obtained by rotating actual orbitals come close to the factor is a question that the theorem leaves open.
